# The regularised indicator prefactor of an exponential density n decays as n^(1/3)

For the density n(r) = A exp(−kr), with A and k positive and no normalisation imposed, `tauPrefactor_decay_rate` concerns the prefactor n^(4/3)/(U + ηW) of an indicator. Here U = c n^(5/3) with c any real number, W = (n′)²/(8n) is the von Weizsäcker kinetic energy density, and η is positive. The theorem states that this prefactor divided by n^(1/3) tends to 8/(ηk²) as r → ∞. The attempt writes q = n^(1/3), shows that c q² + ηk²/8 tends to ηk²/8 because q tends to zero, and inverts that limit. It then has to show that, at each r, the inverse equals the ratio in the statement.

This version doesn't compile in Lean 4 with Mathlib:

```lean
import Mathlib

open Filter Topology

namespace RegularizedIndicatorTail

noncomputable section

/-- The exponential density `n(r) = A exp(-k r)`. -/
def density (A k r : ℝ) : ℝ := A * Real.exp (-k * r)

/-- The von Weizsäcker kinetic energy density `W = (n')² / (8 n)`. -/
def weizsacker (n : ℝ → ℝ) (r : ℝ) : ℝ := (deriv n r) ^ 2 / (8 * n r)

/-- The denominator `U + η W` of the indicator, with `U = c n^(5/3)`. -/
def kineticScale (c η : ℝ) (n : ℝ → ℝ) (r : ℝ) : ℝ :=
  c * n r ^ (5 / 3 : ℝ) + η * weizsacker n r

/-- The prefactor `n^(4/3) / (U + η W)`. -/
def tauPrefactor (c η : ℝ) (n : ℝ → ℝ) (r : ℝ) : ℝ :=
  n r ^ (4 / 3 : ℝ) / kineticScale c η n r

/-- For an exponential density the von Weizsäcker energy density is `k² n / 8`. -/
theorem weizsacker_density {A : ℝ} (hA : 0 < A) (k r : ℝ) :
    weizsacker (density A k) r = k ^ 2 / 8 * density A k r := by
  have hn : 0 < density A k r := mul_pos hA (Real.exp_pos _)
  have h1 : HasDerivAt (fun x : ℝ => -k * x) (-k) r :=
    ((hasDerivAt_id' r).const_mul (-k)).congr_deriv (by ring)
  have h2 : HasDerivAt (density A k) (-k * density A k r) r := by
    have h := h1.exp.const_mul A
    exact h.congr_deriv (by unfold density; ring)
  unfold weizsacker
  rw [h2.deriv, div_eq_iff (by positivity)]
  ring

/-- For an exponential density the prefactor equals `q / (c q² + η k² / 8)`,
where `q = n^(1/3)`. -/
theorem tauPrefactor_density {A : ℝ} (hA : 0 < A) (k c η r : ℝ) :
    tauPrefactor c η (density A k) r = density A k r ^ (1 / 3 : ℝ) /
      (c * (density A k r ^ (1 / 3 : ℝ)) ^ 2 + η * k ^ 2 / 8) := by
  have hn : 0 < density A k r := mul_pos hA (Real.exp_pos _)
  -- every power of the density is an integer power of its cube root
  have h3 : (density A k r ^ (1 / 3 : ℝ)) ^ 3 = density A k r := by
    rw [← Real.rpow_natCast, ← Real.rpow_mul hn.le]; norm_num
  have h4 : density A k r ^ (4 / 3 : ℝ) = (density A k r ^ (1 / 3 : ℝ)) ^ 4 := by
    rw [← Real.rpow_natCast, ← Real.rpow_mul hn.le]; norm_num
  have h5 : density A k r ^ (5 / 3 : ℝ) = (density A k r ^ (1 / 3 : ℝ)) ^ 5 := by
    rw [← Real.rpow_natCast, ← Real.rpow_mul hn.le]; norm_num
  have hW : weizsacker (density A k) r
      = k ^ 2 / 8 * (density A k r ^ (1 / 3 : ℝ)) ^ 3 := by
    rw [weizsacker_density hA, h3]
  -- cancel the common factor `q³`
  have key : ∀ q : ℝ, 0 < q → q ^ 4 / (c * q ^ 5 + η * (k ^ 2 / 8 * q ^ 3))
      = q / (c * q ^ 2 + η * k ^ 2 / 8) := by
    intro q hq
    have e1 : q ^ 4 = q ^ 3 * q := by ring
    have e2 : c * q ^ 5 + η * (k ^ 2 / 8 * q ^ 3)
        = q ^ 3 * (c * q ^ 2 + η * k ^ 2 / 8) := by ring
    rw [e1, e2, mul_div_mul_left _ _ (pow_pos hq 3).ne']
  unfold tauPrefactor kineticScale
  rw [hW, h4, h5]
  exact key _ (Real.rpow_pos_of_pos hn _)

/-- The cube root of an exponential density tends to zero in the tail. -/
theorem tendsto_cbrt_density (A : ℝ) {k : ℝ} (hk : 0 < k) :
    Tendsto (fun r => density A k r ^ (1 / 3 : ℝ)) atTop (𝓝 0) := by
  have h : Tendsto (fun r : ℝ => -k * r) atTop atBot :=
    tendsto_id.const_mul_atTop_of_neg (by linarith)
  have h1 : Tendsto (density A k) atTop (𝓝 (A * 0)) :=
    (Real.tendsto_exp_atBot.comp h).const_mul A
  rw [mul_zero] at h1
  have h2 := h1.rpow_const (p := (1 / 3 : ℝ)) (Or.inr (by norm_num))
  rwa [Real.zero_rpow (by norm_num)] at h2

/-- For an exponential density the regularized prefactor divided by `n^(1/3)` tends to `8 / (η k²)`
in the tail. -/
theorem tauPrefactor_decay_rate {A k η : ℝ} (c : ℝ) (hA : 0 < A) (hk : 0 < k) (hη : 0 < η) :
    Tendsto (fun r => tauPrefactor c η (density A k) r / density A k r ^ (1 / 3 : ℝ))
      atTop (𝓝 (8 / (η * k ^ 2))) := by
  have hb : 0 < η * k ^ 2 / 8 := by positivity
  have h := (((tendsto_cbrt_density A hk).pow 2).const_mul c).add_const (η * k ^ 2 / 8)
  have e : c * (0 : ℝ) ^ 2 + η * k ^ 2 / 8 = η * k ^ 2 / 8 := by ring
  rw [e] at h
  have h' := h.inv₀ hb.ne'
  rw [inv_div] at h'
  refine h'.congr fun r => ?_
  have hq : density A k r ^ (1 / 3 : ℝ) ≠ 0 :=
    (Real.rpow_pos_of_pos (mul_pos hA (Real.exp_pos _)) _).ne'
  rw [tauPrefactor_density hA, div_right_comm, div_self hq, one_div]

end

end RegularizedIndicatorTail
```

Lean reports:

```
Main.lean:79:37: error: unsolved goals
A k η c : ℝ
hA : 0 < A
hk : 0 < k
hη : 0 < η
hb : 0 < η * k ^ 2 / 8
h : Tendsto (fun x => c * (density A k x ^ (1 / 3)) ^ 2 + η * k ^ 2 / 8) atTop (𝓝 (η * k ^ 2 / 8))
e : c * 0 ^ 2 + η * k ^ 2 / 8 = η * k ^ 2 / 8
h' : Tendsto (fun x => (c * (density A k x ^ (1 / 3)) ^ 2 + η * k ^ 2 / 8)⁻¹) atTop (𝓝 (8 / (η * k ^ 2)))
r : ℝ
hq : density A k r ^ (1 / 3) ≠ 0
⊢ (c * (density A k r ^ 3⁻¹) ^ 2 + η * k ^ 2 / 8)⁻¹ = 1 / (c * (density A k r ^ 3⁻¹) ^ 2 + η * k ^ 2 / 8)
```

Diagnosis. The one error is an unsolved goal at this last step. After `div_self hq`, the goal has the form `D⁻¹ = 1 / D`, where `D` is the denominator c q² + ηk²/8. The final `one_div` was meant to turn the right side into `D⁻¹`. But `rw` fixes the pattern `1 / ?a` at the first match it finds and rewrites only instances of that match. Here it settled on the exponent `1 / 3` inside `D`, so both copies of the exponent became `3⁻¹`, as the message shows, and the outer `1 / D` stayed as it was. The two sides still differed in form, and the `rfl` that `rw` tries at the end did not close the goal.

The repair takes `one_div` out of the `rw` and ends with `exact (one_div _).symm`. This term states `a⁻¹ = 1 / a` and is matched against the whole equation, so `a` has to be `D` and the exponents are left alone.

Lean accepts the file once it reads:

```diff
@@ -87,5 +87,6 @@
   have hq : density A k r ^ (1 / 3 : ℝ) ≠ 0 :=
     (Real.rpow_pos_of_pos (mul_pos hA (Real.exp_pos _)) _).ne'
-  rw [tauPrefactor_density hA, div_right_comm, div_self hq, one_div]
+  rw [tauPrefactor_density hA, div_right_comm, div_self hq]
+  exact (one_div _).symm
 
 end
```
